# For positive $B_0$ and $h$, the Vinet bulk modulus has exactly one positive zero in the linear ratio, and it lies between 1 and 2

When a code solves a fitted Vinet equation of state for the volume at a given pressure, a bracketing root search needs an upper limit on the volume. Beyond a certain expansion the curve has a negative bulk modulus, and a root found there is mechanically unstable.

Let $V$ be the volume, $V_0$ its zero-pressure value and $x=(V/V_0)^{1/3}$ the linear ratio. The pressure is

$$P(x)=\frac{3B_0(1-x)e^{h(1-x)}}{x^2},\qquad B_0,h>0.$$

Here $B_0$ is the bulk modulus at $x=1$, and $h=\tfrac32(B_0'-1)$, where $B_0'$ is its pressure derivative there. Thus $h>0$ means $B_0'>1$. The bulk modulus $K=-V\,dP/dV=-(x/3)\,dP/dx$ is

$$K(x)=\frac{B_0e^{h(1-x)}\,[\,2-x+hx(1-x)\,]}{x^2}.$$

Its only positive zero, the spinodal ratio, is

$$s=\frac{h-1+\sqrt{(h-1)^2+8h}}{2h},\qquad 1<s<2.$$

## Bracketing the volume search

The pressure falls strictly on $(0,s]$ and rises strictly beyond $s$. A target below $P(s)$ therefore has no solution, and a search confined to $(0,s]$ can find at most one. For a target $P_t\ge 0$, a Newton step started at $x>s$ moves to still larger $x$, away from the solution. In electronic-structure work, where $B_0$ and $h$ often come from fitted total energies, $s$ marks the stability limit of the fitted curve, which need not be that of the material.

## From the pressure to its minimum

The quotient rule gives

$$\frac{dP}{dx}=3B_0e^{h(1-x)}\,\frac{-[1+h(1-x)]x^2-2x(1-x)}{x^4}
=3B_0e^{h(1-x)}\,\frac{x-2-hx(1-x)}{x^3}.$$

Multiplying by $-x/3$ gives $K$. Its sign is that of

$$q(x)=2-x+hx(1-x)=-hx^2+(h-1)x+2.$$

The roots of $q$ have product $-2/h<0$, so exactly one is positive. The quadratic formula gives it as $s$; the other is $-2/(hs)$. Hence

$$q(x)=\left(hx+\frac2s\right)(s-x).$$

For $x>0$ the first factor is positive, so $K$ has the sign of $s-x$.

To locate $s$, write $q(s)=0$ as $2-s=hs(s-1)$. If $s\le1$, the left side is positive and the right side is not. If $s\ge2$, the right side is positive and the left side is not. So $1<s<2$. Conversely, any $s$ in $(1,2)$ arises from $h=(2-s)/[s(s-1)]>0$, so the interval cannot be narrowed.

Since $dP/dx=-3K/x$, the pressure falls up to $s$ and rises afterwards. Its strict minimum $P(s)$ is negative, and $-P(s)$ is the largest tension on the curve.

## The Lean source

```lean
import Mathlib

open Set

namespace VinetSpinodal

noncomputable section

/-- The Vinet pressure as a function of the linear ratio `x = (V/V0)^(1/3)`, for `x ≠ 0`. -/
def vinetPressure (B0 h x : ℝ) : ℝ :=
  3 * B0 * (1 - x) * Real.exp (h * (1 - x)) / x ^ 2

/-- The bulk modulus `-(x/3) dP/dx` of a pressure law `P` given in terms of the linear ratio. -/
def bulkModulus (P : ℝ → ℝ) (x : ℝ) : ℝ := -(x / 3) * deriv P x

/-- The spinodal linear ratio of the Vinet equation of state, for `h > 0`. -/
def vinetSpinodal (h : ℝ) : ℝ :=
  (h - 1 + Real.sqrt ((h - 1) ^ 2 + 8 * h)) / (2 * h)

/-- For a pressure `p` depending on the volume `V = V0 x^3`, the bulk modulus computed from
the linear ratio equals `-V dp/dV`. -/
theorem bulkModulus_eq_volume_form {p : ℝ → ℝ} {p' V0 x : ℝ}
    (hp : HasDerivAt p p' (V0 * x ^ 3)) :
    bulkModulus (fun y => p (V0 * y ^ 3)) x = -(V0 * x ^ 3) * p' := by
  have h1 : HasDerivAt (fun y : ℝ => V0 * y ^ 3) (V0 * (3 * x ^ 2)) x := by
    simpa using (hasDerivAt_pow 3 x).const_mul V0
  have h2 : HasDerivAt (fun y => p (V0 * y ^ 3)) (p' * (V0 * (3 * x ^ 2))) x :=
    HasDerivAt.comp (h := fun y : ℝ => V0 * y ^ 3) x hp h1
  rw [bulkModulus, h2.deriv]
  ring

/-- The derivative of the Vinet pressure with respect to the linear ratio. -/
theorem vinetPressure_hasDerivAt (B0 h : ℝ) {x : ℝ} (hx : x ≠ 0) :
    HasDerivAt (vinetPressure B0 h)
      (3 * B0 * Real.exp (h * (1 - x)) * (x - 2 - h * x * (1 - x)) / x ^ 3) x := by
  have h1 : HasDerivAt (fun y : ℝ => 1 - y) (-1) x := (hasDerivAt_id' x).const_sub 1
  have h2 := (h1.const_mul h).exp
  have h4 : HasDerivAt (fun y : ℝ => y ^ 2) (2 * x) x := by
    simpa using hasDerivAt_pow 2 x
  have h3 := ((h1.const_mul (3 * B0)).fun_mul h2).fun_div h4 (pow_ne_zero 2 hx)
  refine h3.congr_deriv ?_
  field_simp
  ring

/-- At nonzero linear ratio the Vinet pressure is differentiable, and its bulk modulus is
`B0 exp(h(1-x)) (2 - x + h x (1-x)) / x^2`. -/
theorem vinet_bulkModulus (B0 h : ℝ) {x : ℝ} (hx : x ≠ 0) :
    DifferentiableAt ℝ (vinetPressure B0 h) x ∧
    bulkModulus (vinetPressure B0 h) x =
      B0 * Real.exp (h * (1 - x)) * (2 - x + h * x * (1 - x)) / x ^ 2 := by
  have hd := vinetPressure_hasDerivAt B0 h hx
  refine ⟨hd.differentiableAt, ?_⟩
  rw [bulkModulus, hd.deriv]
  field_simp
  ring

/-- The spinodal ratio is positive and is a root of the quadratic factor of the Vinet
bulk modulus. -/
theorem vinetSpinodal_root {h : ℝ} (hh : 0 < h) :
    0 < vinetSpinodal h ∧
    2 - vinetSpinodal h + h * vinetSpinodal h * (1 - vinetSpinodal h) = 0 := by
  have hr : Real.sqrt ((h - 1) ^ 2 + 8 * h) ^ 2 = (h - 1) ^ 2 + 8 * h :=
    Real.sq_sqrt (by positivity)
  have hlt : 1 - h < Real.sqrt ((h - 1) ^ 2 + 8 * h) :=
    Real.lt_sqrt_of_sq_lt (by nlinarith)
  have hs : 2 * h * vinetSpinodal h = h - 1 + Real.sqrt ((h - 1) ^ 2 + 8 * h) :=
    mul_div_cancel₀ _ (by positivity)
  refine ⟨div_pos (by linarith) (by positivity), ?_⟩
  -- complete the square after multiplying by `4 h`
  have h4 : 4 * h * (2 - vinetSpinodal h
      + h * vinetSpinodal h * (1 - vinetSpinodal h)) = 0 := by
    linear_combination (2 * (h - 1) - (2 * h * vinetSpinodal h + (h - 1)
      + Real.sqrt ((h - 1) ^ 2 + 8 * h))) * hs - hr
  exact (mul_eq_zero.mp h4).resolve_left (by positivity)

/-- The Vinet bulk modulus factors through the distance `s - x` to the spinodal ratio `s`. -/
theorem vinet_bulkModulus_factor (B0 : ℝ) {h x : ℝ} (hh : 0 < h) (hx : x ≠ 0) :
    bulkModulus (vinetPressure B0 h) x =
      B0 * Real.exp (h * (1 - x)) / x ^ 2 * (h * x + 2 / vinetSpinodal h)
        * (vinetSpinodal h - x) := by
  obtain ⟨hs, root⟩ := vinetSpinodal_root hh
  rw [(vinet_bulkModulus B0 h hx).2]
  have hts : 2 / vinetSpinodal h * vinetSpinodal h = 2 := div_mul_cancel₀ 2 hs.ne'
  generalize 2 / vinetSpinodal h = t at hts ⊢
  have e : t - 1 + h - h * vinetSpinodal h = 0 :=
    mul_left_cancel₀ hs.ne' (by linear_combination root + hts)
  have key : 2 - x + h * x * (1 - x) = (h * x + t) * (vinetSpinodal h - x) := by
    linear_combination x * e - hts
  rw [key]
  ring

/-- The spinodal ratio lies strictly between 1 and 2. Among positive linear ratios, the Vinet
bulk modulus is positive exactly below it and vanishes exactly there. -/
theorem vinet_spinodal {B0 h : ℝ} (hB : 0 < B0) (hh : 0 < h) :
    vinetSpinodal h ∈ Ioo 1 2 ∧ ∀ x : ℝ, 0 < x →
      (0 < bulkModulus (vinetPressure B0 h) x ↔ x < vinetSpinodal h) ∧
      (bulkModulus (vinetPressure B0 h) x = 0 ↔ x = vinetSpinodal h) := by
  obtain ⟨hs, root⟩ := vinetSpinodal_root hh
  refine ⟨⟨?_, ?_⟩, fun x hx => ?_⟩
  · by_contra hc
    have h1 : 0 ≤ 1 - vinetSpinodal h := by linarith
    have h2 := mul_nonneg (mul_pos hh hs).le h1
    linarith
  · by_contra hc
    have h1 : 0 < vinetSpinodal h - 1 := by linarith
    have h2 := mul_pos (mul_pos hh hs) h1
    linarith
  · -- every factor except `s - x` is positive
    have hc : 0 < B0 * Real.exp (h * (1 - x)) / x ^ 2 * (h * x + 2 / vinetSpinodal h) := by
      positivity
    rw [vinet_bulkModulus_factor B0 hh hx.ne']
    constructor
    · rw [mul_pos_iff_of_pos_left hc, sub_pos]
    · rw [mul_eq_zero, or_iff_right hc.ne', sub_eq_zero]
      exact eq_comm

/-- Over all positive linear ratios, the Vinet pressure has its strict global minimum at the
spinodal ratio. -/
theorem vinetPressure_min_at_spinodal {B0 h x : ℝ} (hB : 0 < B0) (hh : 0 < h)
    (hx : 0 < x) (hne : x ≠ vinetSpinodal h) :
    vinetPressure B0 h (vinetSpinodal h) < vinetPressure B0 h x := by
  have hs := (vinetSpinodal_root hh).1
  have hK := (vinet_spinodal hB hh).2
  have hcont : ∀ y : ℝ, 0 < y → ContinuousAt (vinetPressure B0 h) y :=
    fun y hy => (vinetPressure_hasDerivAt B0 h hy.ne').continuousAt
  rcases lt_or_gt_of_ne hne with hlt | hgt
  · -- the pressure falls on expansion up to the spinodal
    have hanti : StrictAntiOn (vinetPressure B0 h) (Ioc 0 (vinetSpinodal h)) := by
      refine strictAntiOn_of_deriv_neg (convex_Ioc _ _)
        (fun y hy => (hcont y hy.1).continuousWithinAt) (fun y hy => ?_)
      rw [interior_Ioc] at hy
      have hpos := (hK y hy.1).1.mpr hy.2
      unfold bulkModulus at hpos
      by_contra hd
      nlinarith [mul_nonneg hy.1.le (not_lt.mp hd)]
    exact hanti ⟨hx, hlt.le⟩ ⟨hs, le_rfl⟩ hlt
  · -- beyond the spinodal it rises again
    have hmono : StrictMonoOn (vinetPressure B0 h) (Ici (vinetSpinodal h)) := by
      refine strictMonoOn_of_deriv_pos (convex_Ici _)
        (fun y hy => (hcont y (lt_of_lt_of_le hs hy)).continuousWithinAt) (fun y hy => ?_)
      rw [interior_Ici] at hy
      have hy' : vinetSpinodal h < y := hy
      have hy0 : 0 < y := hs.trans hy'
      have hneg : bulkModulus (vinetPressure B0 h) y < 0 :=
        lt_of_le_of_ne (not_lt.mp fun hp => lt_asymm hy' ((hK y hy0).1.mp hp))
          (fun h0 => hy'.ne' ((hK y hy0).2.mp h0))
      unfold bulkModulus at hneg
      by_contra hd
      nlinarith [mul_nonneg hy0.le (neg_nonneg.mpr (not_lt.mp hd))]
    exact hmono self_mem_Ici hgt.le hgt

/-- Every number strictly between 1 and 2 is the spinodal ratio for some positive `h`. -/
theorem vinetSpinodal_range_sharp {s : ℝ} (hs : s ∈ Ioo (1 : ℝ) 2) :
    ∃ h : ℝ, 0 < h ∧ vinetSpinodal h = s := by
  obtain ⟨h1, h2⟩ := hs
  have hs0 : 0 < s := by linarith
  have hden : 0 < s * (s - 1) := mul_pos hs0 (by linarith)
  obtain ⟨h, hh, e⟩ : ∃ h : ℝ, 0 < h ∧ h * (s * (s - 1)) = 2 - s :=
    ⟨(2 - s) / (s * (s - 1)), div_pos (by linarith) hden, div_mul_cancel₀ _ hden.ne'⟩
  refine ⟨h, hh, ?_⟩
  have hq : 2 - s + h * s * (1 - s) = 0 := by linear_combination -e
  have hzero : bulkModulus (vinetPressure 1 h) s = 0 := by
    rw [(vinet_bulkModulus 1 h hs0.ne').2, hq, mul_zero, zero_div]
  exact (((vinet_spinodal one_pos hh).2 s hs0).2.mp hzero).symm

end

end VinetSpinodal
```

```lean
#print axioms VinetSpinodal.bulkModulus_eq_volume_form
-- 'VinetSpinodal.bulkModulus_eq_volume_form' depends on axioms: [propext, Classical.choice, Quot.sound]
#print axioms VinetSpinodal.vinet_spinodal
-- 'VinetSpinodal.vinet_spinodal' depends on axioms: [propext, Classical.choice, Quot.sound]
#print axioms VinetSpinodal.vinetPressure_min_at_spinodal
-- 'VinetSpinodal.vinetPressure_min_at_spinodal' depends on axioms: [propext, Classical.choice, Quot.sound]
#print axioms VinetSpinodal.vinetSpinodal_range_sharp
-- 'VinetSpinodal.vinetSpinodal_range_sharp' depends on axioms: [propext, Classical.choice, Quot.sound]
```

## Exact statements about one hydrostatic curve

`bulkModulus` takes any pressure law in $x$, and `bulkModulus_eq_volume_form` identifies it with $-V\,dp/dV$ for a differentiable $p(V)$. Lean's `deriv` returns zero where no derivative exists, so `vinet_bulkModulus` also states differentiability: the zero at $s$ is genuine.

`vinetPressure_hasDerivAt` combines the chain and quotient rules; `field_simp` and `ring` tidy the result. `vinetSpinodal_root` completes the square after multiplying by $4h$, and `vinet_bulkModulus_factor` proves the factorisation. The main theorem, `vinet_spinodal`, gives the interval by the two contradictions above, then cancels the positive factor to show that, for $x>0$, $K>0$ exactly when $x<s$ and $K=0$ exactly when $x=s$.

`vinetPressure_min_at_spinodal` turns the derivative's sign into strict monotonicity on each side of $s$. `vinetSpinodal_range_sharp` chooses $h$ as above and identifies the zero by uniqueness.

Positivity of $h$ matters. For $h=-1$, $q(x)=(x-1)^2+1$, and with $B_0>0$ the bulk modulus never vanishes.

Had the pressure been defined as a function of $V$, the interval would read $(V_0,8V_0)$ and the derivatives would involve cube roots; the physics would be the same.

The theorems concern real numbers, not floating-point rounding or solver convergence. They address stability under uniform volume change only: a crystal may fail earlier by shear or by a phase transition.
